# A doubles coupled-cluster energy below every eigenvalue in a repulsive two-pair model

## Four levels of two electron pairs

Each of two electron pairs is unexcited (0) or excited (1). The levels 00, 10, 01, 11 carry the indices 0, 1, 2, 3. Level 00 is the reference, 10 and 01 are double excitations, and 11 is the quadruple excitation. The Hamiltonian \(H\) and the cluster operator \(T\) are

\[
H=\begin{pmatrix}0&1&1&0\\1&0&0&1\\1&0&0&1\\0&1&1&g\end{pmatrix},\qquad
T=\begin{pmatrix}0&0&0&0\\t&0&0&0\\t&0&0&0\\0&t&t&0\end{pmatrix}.
\]

The coupling that excites one pair is the unit of energy. The zeros on the diagonal make exciting a single pair cost nothing, which models strong correlation. The real number \(g\) is the interaction energy of two excited pairs, repulsive for \(g>0\). Both pairs share the real amplitude \(t\). The coupled-cluster state \(\psi=e^{T}|00\rangle\) has \(\psi_0=1\) and is not normalised. The coupled-cluster equations for \(t\) and the energy \(E\) are \((H\psi)_i=E\psi_i\) for \(i=0,1,2\).

## The result for \(g>0\)

For \(g>0\), the pair \(t=-1\), \(E=-2\) solves these equations, while every nonzero real vector \(x\) obeys \(x\cdot Hx>-2\,x\cdot x\) and every eigenvalue with a real eigenvector exceeds \(-2\). For electronic structure this is a four-level, one-amplitude example in which a converged projected energy is not an upper bound to the ground-state energy.

## Amplitude and energy

Acting on the reference, \(T|00\rangle=t(|10\rangle+|01\rangle)\) and \(T^2|00\rangle=2t^2|11\rangle\). A third excitation is impossible, so \(T^3=0\), \(e^T=1+T+T^2/2\) and \(\psi=(1,t,t,t^2)\). Then

\[
H\psi=(2t,\;1+t^2,\;1+t^2,\;2t+gt^2).
\]

Component 0 gives \(E=2t\). Components 1 and 2 give \(1+t^2=Et=2t^2\), hence \(t^2=1\). The roots are \((t,E)=(1,2)\) and \((-1,-2)\), for any \(g\). At the lower root \(\psi=(1,-1,-1,1)\) and \(H\psi=(-2,2,2,-2+g)\), so \(H\psi+2\psi=(0,0,0,g)\). The state is an eigenvector with eigenvalue \(-2\) exactly when \(g=0\), where the pairs do not interact.

## A sum of squares for \(H+2\)

For real \(x\), \(x\cdot Hx=2(x_0x_1+x_0x_2+x_1x_3+x_2x_3)+gx_3^2\). Adding \(2\,x\cdot x\) supplies each \(x_i^2\) twice, which completes four squares:

\[
x\cdot Hx+2\,x\cdot x=(x_0+x_1)^2+(x_0+x_2)^2+(x_1+x_3)^2+(x_2+x_3)^2+gx_3^2 .
\]

For \(g>0\) all five terms are nonnegative. If the sum is not positive, all vanish: \(x_3=0\), then \(x_1=x_2=0\), then \(x_0=0\). Conversely, on \((1,-1,-1,1)\) the four squares vanish and the sum equals \(g\), so the strict bound forces \(g>0\). This vector has squared norm 4, so the normalised state \(\tfrac12(1,-1,-1,1)\) has expectation value \(-2+g/4\), or \(-7/4\) at \(g=1\). Finally, if \(Hv=\mu v\) with \(\mu\) real and \(v\neq0\) real, the bound reads \(-2\,v\cdot v<\mu\,v\cdot v\), so \(\mu>-2\).

## The amplitude residual in a program

A coupled-cluster program drives an amplitude residual to zero and then evaluates the energy by projection on the reference. Here the doubles component of \(e^{-T}He^{T}|00\rangle\) is \((1+t^2)-t\cdot2t=1-t^2\), and the energy is \(2t\). Neither contains \(g\), so the two roots \(t=\pm1\) are the same for every interaction strength; a run that converges to the lower root \(t=-1\) returns \(-2\) whatever \(g\) is, and for \(g\neq0\) the part of \(H\psi=E\psi\) that fails is component 3, which the convergence test does not include.

## The Lean objects and theorems

States are functions `Fin 4 → ℝ`, `*ᵥ` applies a matrix and `⬝ᵥ` is the dot product. `hamiltonian g`, `cluster t` and `reference` are \(H\), \(T\) and \(|00\rangle\). `ccState t` applies `IsNilpotent.exp (cluster t)`, the terminating exponential series, to the reference. `SolvesCC g t E` is the conjunction of the three projected equations, with \(E\) explicit and no \(e^{-T}\).

Under `hg : 0 < g`, `cc_energy_below_spectrum` states four things: \(H\) is symmetric, `SolvesCC g (-1) (-2)` holds, the quadratic bound holds for nonzero real `x`, and every real `μ` with a nonzero real eigenvector exceeds \(-2\). The bound is written without dividing by \(x\cdot x\). `unit_interaction` writes out \(g=1\) with the vector `![1, -1, -1, 1]`.

The matrices are postulated, not derived from orbitals and integrals, and the common amplitude is built into `cluster`. No eigenvalue is computed. The value \(-2+g/4\), the \(e^{-T}\) form of the residual, and the fact that a real symmetric matrix has a basis of real eigenvectors, so that the whole spectrum is covered, are additions that no theorem in the file states.

```lean
import Mathlib

open Matrix

namespace PairCoupledClusterBreakdown

noncomputable section

/-- Hamiltonian of two electron pairs on the levels (00, 10, 01, 11): unit coupling for
exciting either pair, and energy `g` when both pairs are excited. -/
def hamiltonian (g : ℝ) : Matrix (Fin 4) (Fin 4) ℝ :=
  !![0, 1, 1, 0; 1, 0, 0, 1; 1, 0, 0, 1; 0, 1, 1, g]

/-- Doubles cluster operator: it excites either pair with amplitude `t`. -/
def cluster (t : ℝ) : Matrix (Fin 4) (Fin 4) ℝ :=
  !![0, 0, 0, 0; t, 0, 0, 0; t, 0, 0, 0; 0, t, t, 0]

/-- The reference state, level 00. -/
def reference : Fin 4 → ℝ := ![1, 0, 0, 0]

/-- The coupled-cluster state: the exponential of the cluster operator on the reference. -/
def ccState (t : ℝ) : Fin 4 → ℝ := IsNilpotent.exp (cluster t) *ᵥ reference

/-- The coupled-cluster equations: `H ψ = E ψ` projected on the reference 00 and on the
doubles 10 and 01. -/
def SolvesCC (g t E : ℝ) : Prop :=
  (hamiltonian g *ᵥ ccState t) 0 = E * ccState t 0 ∧
  (hamiltonian g *ᵥ ccState t) 1 = E * ccState t 1 ∧
  (hamiltonian g *ᵥ ccState t) 2 = E * ccState t 2

/-- The third power of the cluster operator vanishes. -/
theorem cluster_cube (t : ℝ) : cluster t ^ 3 = 0 := by
  have h : cluster t ^ 3 = cluster t * cluster t * cluster t := by noncomm_ring
  rw [h]
  ext i j
  fin_cases i <;> fin_cases j <;> simp [cluster, Matrix.mul_apply, Fin.sum_univ_four]

/-- The coupled-cluster state has components `1, t, t, t²` on the levels 00, 10, 01, 11. -/
theorem ccState_eq (t : ℝ) : ccState t = ![1, t, t, t ^ 2] := by
  have h2 : cluster t ^ 2
      = !![0, 0, 0, 0; 0, 0, 0, 0; 0, 0, 0, 0; 2 * t ^ 2, 0, 0, 0] := by
    rw [pow_two]
    ext i j
    fin_cases i <;> fin_cases j <;>
      simp [cluster, Matrix.mul_apply, Fin.sum_univ_four]
    ring
  -- the series stops at second order: exp T = 1 + T + T² / 2
  have he : IsNilpotent.exp (cluster t)
      = !![1, 0, 0, 0; t, 1, 0, 0; t, 0, 1, 0; t ^ 2, t, t, 1] := by
    rw [IsNilpotent.exp_eq_sum (cluster_cube t)]
    simp only [Finset.sum_range_succ, Finset.sum_range_zero, pow_zero, pow_one, h2]
    ext i j
    fin_cases i <;> fin_cases j <;>
      simp [cluster, Rat.smul_def, Nat.factorial]
  rw [ccState, he]
  ext i
  fin_cases i <;> simp [reference, Matrix.mulVec, dotProduct, Fin.sum_univ_four]

/-- Components of the Hamiltonian acting on an arbitrary vector. -/
theorem hamiltonian_mulVec (g : ℝ) (x : Fin 4 → ℝ) :
    hamiltonian g *ᵥ x = ![x 1 + x 2, x 0 + x 3, x 0 + x 3, x 1 + x 2 + g * x 3] := by
  ext i
  fin_cases i <;>
    simp [hamiltonian, Matrix.mulVec, dotProduct, Fin.sum_univ_four]

/-- For every `g`, the coupled-cluster equations hold exactly when `t² = 1` and `E = 2 t`. -/
theorem solvesCC_iff (g t E : ℝ) : SolvesCC g t E ↔ t ^ 2 = 1 ∧ E = 2 * t := by
  have h : SolvesCC g t E ↔ (t + t = E * 1 ∧ 1 + t ^ 2 = E * t ∧ 1 + t ^ 2 = E * t) := by
    rw [SolvesCC, hamiltonian_mulVec, ccState_eq]
    exact Iff.rfl
  rw [h]
  constructor
  · rintro ⟨h0, h1, -⟩
    exact ⟨by linear_combination t * h0 - h1, by linear_combination -h0⟩
  · rintro ⟨h1, rfl⟩
    exact ⟨by ring, by linear_combination -h1, by linear_combination -h1⟩

/-- At `t = -1`, `E = -2` the residual `H ψ - E ψ` is `g` on level 11 and zero elsewhere, and
`H ψ = -2 ψ` holds exactly when `g = 0`. -/
theorem residual (g : ℝ) :
    hamiltonian g *ᵥ ccState (-1) - (-2 : ℝ) • ccState (-1) = ![0, 0, 0, g] ∧
    (hamiltonian g *ᵥ ccState (-1) = (-2 : ℝ) • ccState (-1) ↔ g = 0) := by
  have h : hamiltonian g *ᵥ ccState (-1) - (-2 : ℝ) • ccState (-1) = ![0, 0, 0, g] := by
    rw [hamiltonian_mulVec, ccState_eq]
    ext i
    fin_cases i <;> simp <;> ring
  refine ⟨h, ?_⟩
  rw [← sub_eq_zero, h]
  constructor
  · intro h0
    simpa using congrFun h0 3
  · rintro rfl
    ext i
    fin_cases i <;> simp

/-- The quadratic form of `H + 2` is a sum of four squares plus `g` times the squared
amplitude of level 11. -/
theorem shifted_form (g : ℝ) (x : Fin 4 → ℝ) :
    x ⬝ᵥ hamiltonian g *ᵥ x + 2 * (x ⬝ᵥ x)
      = (x 0 + x 1) ^ 2 + (x 0 + x 2) ^ 2 + (x 1 + x 3) ^ 2 + (x 2 + x 3) ^ 2
        + g * x 3 ^ 2 := by
  rw [hamiltonian_mulVec]
  simp [dotProduct, Fin.sum_univ_four]
  ring

/-- The inequality `-2 x·x < x·Hx` holds for all nonzero real vectors exactly when `g > 0`. -/
theorem expectation_gt_iff (g : ℝ) :
    (∀ x : Fin 4 → ℝ, x ≠ 0 → -2 * (x ⬝ᵥ x) < x ⬝ᵥ hamiltonian g *ᵥ x) ↔ 0 < g := by
  constructor
  · -- test with the coupled-cluster vector, on which the four squares vanish
    intro h
    have hne : (![1, -1, -1, 1] : Fin 4 → ℝ) ≠ 0 := by
      intro h0
      simpa using congrFun h0 0
    have h1 := h _ hne
    have h2 : ![1, -1, -1, 1] ⬝ᵥ hamiltonian g *ᵥ ![1, -1, -1, 1]
        + 2 * ((![1, -1, -1, 1] : Fin 4 → ℝ) ⬝ᵥ ![1, -1, -1, 1]) = g := by
      rw [shifted_form]
      simp
    linarith
  · intro hg x hx
    by_contra hle
    have hle' := not_lt.mp hle
    have hs := shifted_form g x
    have ha := sq_nonneg (x 0 + x 1)
    have hb := sq_nonneg (x 0 + x 2)
    have hc := sq_nonneg (x 1 + x 3)
    have hd := sq_nonneg (x 2 + x 3)
    have he : 0 ≤ g * x 3 ^ 2 := by positivity
    -- every term must vanish, which forces x = 0
    have e3 : g * x 3 ^ 2 = 0 := by linarith
    have h3 : x 3 = 0 :=
      (pow_eq_zero_iff two_ne_zero).mp ((mul_eq_zero.mp e3).resolve_left hg.ne')
    have h1 : x 1 + x 3 = 0 := (pow_eq_zero_iff two_ne_zero).mp (by linarith)
    have h2 : x 2 + x 3 = 0 := (pow_eq_zero_iff two_ne_zero).mp (by linarith)
    have h0 : x 0 + x 1 = 0 := (pow_eq_zero_iff two_ne_zero).mp (by linarith)
    have k1 : x 1 = 0 := by linarith
    have k2 : x 2 = 0 := by linarith
    have k0 : x 0 = 0 := by linarith
    apply hx
    ext i
    fin_cases i
    · exact k0
    · exact k1
    · exact k2
    · exact h3

/-- For `g > 0` the Hamiltonian is symmetric and `t = -1`, `E = -2` solve the coupled-cluster
equations, while `-2 x·x < x·Hx` for all nonzero real `x` and every eigenvalue with a real
eigenvector exceeds `-2`. -/
theorem cc_energy_below_spectrum (g : ℝ) (hg : 0 < g) :
    (hamiltonian g).IsSymm ∧ SolvesCC g (-1) (-2) ∧
    (∀ x : Fin 4 → ℝ, x ≠ 0 → -2 * (x ⬝ᵥ x) < x ⬝ᵥ hamiltonian g *ᵥ x) ∧
    (∀ (μ : ℝ) (v : Fin 4 → ℝ), v ≠ 0 → hamiltonian g *ᵥ v = μ • v → -2 < μ) := by
  have hq := (expectation_gt_iff g).mpr hg
  refine ⟨?_, (solvesCC_iff g _ _).mpr ⟨by norm_num, by norm_num⟩, hq, ?_⟩
  · unfold Matrix.IsSymm
    ext i j
    fin_cases i <;> fin_cases j <;> simp [hamiltonian]
  · -- on an eigenvector the quadratic form is μ v·v
    intro μ v hv hev
    have h := hq v hv
    rw [hev, dotProduct_smul, smul_eq_mul] at h
    have hn : 0 ≤ v ⬝ᵥ v := Finset.sum_nonneg fun i _ => mul_self_nonneg (v i)
    exact lt_of_mul_lt_mul_right h hn

/-- The case `g = 1` written out: the vector `(1, -1, -1, 1)` satisfies `H ψ = -2 ψ` on every
level except 11, and every eigenvalue with a real eigenvector exceeds `-2`. -/
theorem unit_interaction (H : Matrix (Fin 4) (Fin 4) ℝ)
    (hH : H = !![0, 1, 1, 0; 1, 0, 0, 1; 1, 0, 0, 1; 0, 1, 1, 1]) :
    (∀ i : Fin 4, i ≠ 3 →
      (H *ᵥ ![1, -1, -1, 1]) i = -2 * (![1, -1, -1, 1] : Fin 4 → ℝ) i) ∧
    (∀ (μ : ℝ) (v : Fin 4 → ℝ), v ≠ 0 → H *ᵥ v = μ • v → -2 < μ) := by
  have h1 : H = hamiltonian 1 := hH
  have hv : ccState (-1) = ![1, -1, -1, 1] := by
    rw [ccState_eq]
    norm_num
  obtain ⟨-, ⟨c0, c1, c2⟩, -, hs⟩ := cc_energy_below_spectrum 1 one_pos
  rw [hv] at c0 c1 c2
  rw [h1]
  refine ⟨fun i hi => ?_, hs⟩
  fin_cases i
  · exact c0
  · exact c1
  · exact c2
  · exact absurd rfl hi

end

end PairCoupledClusterBreakdown
```

```lean
#print axioms PairCoupledClusterBreakdown.residual
#print axioms PairCoupledClusterBreakdown.cc_energy_below_spectrum
#print axioms PairCoupledClusterBreakdown.unit_interaction
```

```
'PairCoupledClusterBreakdown.residual' depends on axioms: [propext, Classical.choice, Quot.sound]
'PairCoupledClusterBreakdown.cc_energy_below_spectrum' depends on axioms: [propext, Classical.choice, Quot.sound]
'PairCoupledClusterBreakdown.unit_interaction' depends on axioms: [propext, Classical.choice, Quot.sound]
```

## From the cluster exponential to the amplitude equations

`cluster_cube` checks \(T^3=0\) entry by entry. `ccState_eq` computes \(T^2\) as `h2`, cuts the series after second order with `IsNilpotent.exp_eq_sum`, and reads off the first column. `hamiltonian_mulVec` lists the components of \(Hx\). In `solvesCC_iff`, `h0` is \(2t=E\) and `h1` is \(1+t^2=Et\), and `linear_combination t * h0 - h1` eliminates \(E\) to leave \(t^2=1\). `residual` evaluates \(H\psi+2\psi\) and takes component 3 to conclude \(g=0\) from the eigenvector equation.

## From the squares to the eigenvalues

`shifted_form` expands the dot products and closes the identity with `ring`. In `expectation_gt_iff`, one direction inserts the test vector, with `h2` giving the value \(g\). The other assumes the bound fails, uses `linarith` to set each needed term to zero, and solves in the order above: `h3`, then `k1`, `k2`, `k0`. The main theorem takes the root from `solvesCC_iff`, rewrites \(v\cdot Hv\) as \(\mu\,v\cdot v\), and cancels the nonnegative factor \(v\cdot v\) from the strict inequality with `lt_of_mul_lt_mul_right`. `unit_interaction` applies it at \(g=1\) and matches the levels other than 3 to the three equations.
